# Einstein and Green-Kubo diffusion coefficients agree for a continuous, even, integrable velocity autocorrelation function

Let C be a continuous, even function on the real line, and let

M(t) = ∫₀ᵗ ∫₀ᵗ C(s − u) du ds.

Then M′(t) = 2 ∫₀ᵗ C(s) ds, and M(t)/t² → C(0) as t → 0+. If C is also integrable, then

M(t)/(2t) → ∫₀^∞ C(s) ds as t → ∞.

When C is the autocorrelation function of one Cartesian velocity component in a stationary state, M is the mean squared displacement in that direction. The left side of the last line is then Einstein's expression for the diffusion coefficient and the right side is the Green-Kubo expression.

## From velocities to a double time integral

A particle with velocity component v(s) moves by ∫₀ᵗ v(s) ds in time t. Squaring and averaging gives

⟨(∫₀ᵗ v(s) ds)²⟩ = ∫₀ᵗ ∫₀ᵗ ⟨v(s)v(u)⟩ du ds.

In a stationary state the average depends only on the time difference, ⟨v(s)v(u)⟩ = C(s − u), and the right side is M(t). Exchanging s and u shows that C is even. Integrability means that the correlation dies out fast enough for the integral of |C| over all times to be finite.

In first-principles molecular dynamics, both expressions are used to obtain diffusion coefficients of atoms. The result equates them for an exactly known C and infinite time, and says nothing about statistical noise, finite run length or cell size. Nor does it derive the response to a force or a concentration gradient.

## What the Lean statements say

`msd C t` is M(t), and `greenKubo C t` is the running integral

F(t) = ∫₀ᵗ C(s) ds.

`hasDerivAt_msd` gives M′ = 2F at every real t. In `einstein_eq_greenKubo`, `Integrable C` refers to the whole real line, `atTop` means t → ∞, and the limit is the integral over `Set.Ioi (0 : ℝ)`, the positive times. In `ballistic_limit`, `𝓝[>] 0` means that t approaches zero from above; integrability is not needed there.

The factor `2 * t` belongs to one direction. If C is the correlation of full three-dimensional velocity vectors, M/(2t) tends to three times the usual isotropic diffusion coefficient.

`ensemble_average_eq_msd` proves the link to trajectories for finitely many continuous velocities `v k` with real weights `w k` (nonnegative and with sum 1 for a true average, which the proof does not need), assuming stationarity for all pairs of times. Its example has cosine and sine velocities with weights 1/2, so C(s) = cos(s)/2, which is not integrable. This is typical: a finite sum of this kind makes C a combination of exponentials, oscillations and polynomials, which is integrable on the whole line only if it vanishes. The long-time theorem therefore takes C as given, and a decaying C calls for an infinite ensemble.

## One integral instead of two

Evenness makes F odd. With s = −r,

F(−t) = ∫₀^(−t) C(s) ds = −∫₀ᵗ C(−r) dr = −F(t).

In the inner integral of M, put r = s − u:

∫₀ᵗ C(s − u) du = ∫_(s−t)^s C(r) dr = F(s) − F(s − t) = F(s) + F(t − s).

Now integrate over s from 0 to t. The substitution s → t − s shows that both terms contribute equally, so

M(t) = 2 ∫₀ᵗ F(s) ds.

Since F is continuous, the fundamental theorem of calculus gives M′(t) = 2F(t).

## Diffusive and ballistic limits

For t > 0, the substitution s = tx gives

M(t)/(2t) = (1/t) ∫₀ᵗ F(s) ds = ∫₀¹ F(tx) dx.

Write D = ∫₀^∞ C(s) ds. For each x in (0, 1], F(tx) → D as t → ∞. Moreover, |F(tx)| is at most the integral of |C| over the real line, a bound independent of t and x. By dominated convergence the integral tends to ∫₀¹ D dx = D.

At short times, M(t) and t² both tend to zero. The quotient of their derivatives is

2F(t)/(2t) = F(t)/t → F′(0) = C(0),

and L'Hôpital's rule gives M(t)/t² → C(0).

## Exponential loss of velocity memory

Take C(s) = v² exp(−|s|/τ) with τ > 0, written `expVACF v τ s`. Here v² is the mean squared velocity component, and τ is the time over which the velocity correlation falls by a factor e. For t ≥ 0,

F(t) = v²τ(1 − exp(−t/τ)),

M(t) = 2v²τ [s + τ exp(−s/τ)]₀ᵗ = 2v²τ(t − τ(1 − exp(−t/τ))).

The integral of C over the real line is 2v²τ, so the general result applies. Letting t → ∞ in F gives D = v²τ, and C(0) = v² is the short-time limit of M(t)/t².

## Constant velocity, and electric current

Integrability matters. If every particle keeps its velocity, C(s) = v² with v ≠ 0 is continuous and even, but

M(t)/(2t) = v²t/2

grows without bound, and there is no diffusion coefficient.

The same argument applies to other stationary fluxes. If C is the autocorrelation function of one component of the total electric current carried by particles with fixed charges, M is the mean squared change of the corresponding charge-weighted sum of unwrapped positions, and M(t)/(2t) tends to the time integral of the current correlation whenever C meets the same hypotheses.

## The Lean file

```lean
import Mathlib

open MeasureTheory Filter Topology

namespace EinsteinGreenKubo

/-- The mean squared displacement after time `t`, as the double time integral of the velocity
autocorrelation function `C`. -/
noncomputable def msd (C : ℝ → ℝ) (t : ℝ) : ℝ :=
  ∫ s in (0 : ℝ)..t, ∫ u in (0 : ℝ)..t, C (s - u)

/-- The running Green-Kubo integral of the velocity autocorrelation function up to time `t`. -/
noncomputable def greenKubo (C : ℝ → ℝ) (t : ℝ) : ℝ := ∫ s in (0 : ℝ)..t, C s

/-- The exponentially decaying velocity autocorrelation function with velocity scale `v` and
correlation time `τ`, for `τ > 0`. -/
noncomputable def expVACF (v τ s : ℝ) : ℝ := v ^ 2 * Real.exp (-|s| / τ)

/-- For a finite weighted ensemble of trajectories with stationary velocity correlations `C`,
the averaged squared displacement is `msd C`. -/
theorem ensemble_average_eq_msd {ι : Type*} [Fintype ι] (w : ι → ℝ) (v : ι → ℝ → ℝ)
    (hv : ∀ k, Continuous (v k)) (C : ℝ → ℝ)
    (hC : ∀ s u, ∑ k, w k * (v k s * v k u) = C (s - u)) (t : ℝ) :
    ∑ k, w k * (∫ s in (0 : ℝ)..t, v k s) ^ 2 = msd C t := by
  have inner_int : ∀ s, ∫ u in (0 : ℝ)..t, C (s - u) =
      ∑ k, w k * (v k s * ∫ u in (0 : ℝ)..t, v k u) := by
    intro s
    simp_rw [← hC]
    rw [intervalIntegral.integral_finsetSum]
    · simp only [intervalIntegral.integral_const_mul]
    · intro k _
      have := hv k
      exact Continuous.intervalIntegrable (by fun_prop) _ _
  unfold msd
  simp_rw [inner_int]
  rw [intervalIntegral.integral_finsetSum]
  · refine Finset.sum_congr rfl fun k _ => ?_
    rw [intervalIntegral.integral_const_mul, intervalIntegral.integral_mul_const]
    ring
  · intro k _
    have := hv k
    exact Continuous.intervalIntegrable (by fun_prop) _ _

/-- Two equally weighted trajectories with velocities `cos` and `sin` have the stationary
velocity correlation `cos (s - u) / 2`. -/
theorem ensemble_average_eq_msd_witness :
    (∀ k : Fin 2, Continuous ((![Real.cos, Real.sin] : Fin 2 → ℝ → ℝ) k)) ∧
    ∀ s u : ℝ, ∑ k : Fin 2, (1 / 2 : ℝ) * ((![Real.cos, Real.sin] : Fin 2 → ℝ → ℝ) k s *
      (![Real.cos, Real.sin] : Fin 2 → ℝ → ℝ) k u) = 1 / 2 * Real.cos (s - u) := by
  constructor
  · intro k
    fin_cases k
    exacts [Real.continuous_cos, Real.continuous_sin]
  · intro s u
    rw [Fin.sum_univ_two, Real.cos_sub]
    change 1 / 2 * (Real.cos s * Real.cos u) + 1 / 2 * (Real.sin s * Real.sin u) = _
    ring

/-- The running Green-Kubo integral of an even correlation function is odd in time. -/
theorem greenKubo_neg {C : ℝ → ℝ} (heven : ∀ s, C (-s) = C s) (t : ℝ) :
    greenKubo C (-t) = -greenKubo C t := by
  have h := intervalIntegral.integral_comp_neg (a := 0) (b := t) C
  simp only [heven, neg_zero] at h
  unfold greenKubo
  rw [h]
  exact intervalIntegral.integral_symm (-t) 0

/-- The mean squared displacement is twice the time integral of the running Green-Kubo
integral. -/
theorem msd_eq {C : ℝ → ℝ} (hC : Continuous C) (heven : ∀ s, C (-s) = C s) (t : ℝ) :
    msd C t = 2 * ∫ s in (0 : ℝ)..t, greenKubo C s := by
  have hF : Continuous (greenKubo C) := continuous_iff_continuousAt.2 fun x =>
    (hC.integral_hasStrictDerivAt 0 x).hasDerivAt.continuousAt
  have hG : Continuous fun s => greenKubo C (t - s) := hF.comp (by fun_prop)
  -- the inner integral covers the window from `s - t` to `s`
  have inner_int : ∀ s, ∫ u in (0 : ℝ)..t, C (s - u) =
      greenKubo C s + greenKubo C (t - s) := by
    intro s
    have h1 := greenKubo_neg heven (t - s)
    rw [neg_sub] at h1
    have h2 := intervalIntegral.integral_interval_sub_left
      (hC.intervalIntegrable (μ := volume) 0 s) (hC.intervalIntegrable (μ := volume) 0 (s - t))
    rw [intervalIntegral.integral_comp_sub_left C s, sub_zero]
    unfold greenKubo at *
    linarith
  unfold msd
  simp_rw [inner_int]
  rw [intervalIntegral.integral_add (hF.intervalIntegrable 0 t) (hG.intervalIntegrable 0 t),
    intervalIntegral.integral_comp_sub_left (greenKubo C) t, sub_self, sub_zero]
  ring

/-- The mean squared displacement grows at the rate `2 ∫₀ᵗ C`. -/
theorem hasDerivAt_msd {C : ℝ → ℝ} (hC : Continuous C) (heven : ∀ s, C (-s) = C s) (t : ℝ) :
    HasDerivAt (msd C) (2 * ∫ s in (0 : ℝ)..t, C s) t := by
  have hF : Continuous (greenKubo C) := continuous_iff_continuousAt.2 fun x =>
    (hC.integral_hasStrictDerivAt 0 x).hasDerivAt.continuousAt
  rw [show msd C = fun x => 2 * ∫ s in (0 : ℝ)..x, greenKubo C s from funext (msd_eq hC heven)]
  exact (hF.integral_hasStrictDerivAt 0 t).hasDerivAt.const_mul 2

/-- Einstein equals Green-Kubo: the long-time limit of `msd / (2 t)` is the integral of the
velocity autocorrelation function over all positive times. -/
theorem einstein_eq_greenKubo {C : ℝ → ℝ} (hC : Continuous C) (heven : ∀ s, C (-s) = C s)
    (hint : Integrable C) :
    Tendsto (fun t => msd C t / (2 * t)) atTop (𝓝 (∫ s in Set.Ioi (0 : ℝ), C s)) := by
  have hF : Continuous (greenKubo C) := continuous_iff_continuousAt.2 fun x =>
    (hC.integral_hasStrictDerivAt 0 x).hasDerivAt.continuousAt
  -- dominated convergence for the running integral in rescaled time
  have key : Tendsto (fun t : ℝ => ∫ x in (0 : ℝ)..1, greenKubo C (t * x)) atTop
      (𝓝 (∫ _x in (0 : ℝ)..1, ∫ s in Set.Ioi (0 : ℝ), C s)) := by
    apply intervalIntegral.tendsto_integral_filter_of_dominated_convergence
      (fun _ => ∫ s, ‖C s‖)
    · exact Eventually.of_forall fun t =>
        (hF.comp (continuous_const.mul continuous_id)).aestronglyMeasurable
    · refine Eventually.of_forall fun t => Eventually.of_forall fun x _ => ?_
      exact intervalIntegral.norm_integral_le_integral_norm_uIoc.trans
        (setIntegral_le_integral hint.norm (Eventually.of_forall fun _ => norm_nonneg _))
    · exact continuous_const.intervalIntegrable _ _
    · refine Eventually.of_forall fun x hx => ?_
      rw [Set.uIoc_of_le zero_le_one] at hx
      exact intervalIntegral_tendsto_integral_Ioi 0 hint.integrableOn
        (tendsto_id.atTop_mul_const hx.1)
  rw [intervalIntegral.integral_const, sub_zero, one_smul] at key
  refine key.congr' ?_
  filter_upwards [eventually_gt_atTop (0 : ℝ)] with t ht
  rw [intervalIntegral.integral_comp_mul_left (greenKubo C) ht.ne', mul_zero, mul_one,
    smul_eq_mul, msd_eq hC heven, mul_div_mul_left _ _ two_ne_zero, div_eq_inv_mul]

/-- Ballistic regime: at short times `msd / t ^ 2` tends to the equal-time velocity
correlation `C 0`. -/
theorem ballistic_limit {C : ℝ → ℝ} (hC : Continuous C) (heven : ∀ s, C (-s) = C s) :
    Tendsto (fun t => msd C t / t ^ 2) (𝓝[>] 0) (𝓝 (C 0)) := by
  have hd : HasDerivAt (greenKubo C) (C 0) 0 := (hC.integral_hasStrictDerivAt 0 0).hasDerivAt
  have h0 := (hasDerivAt_iff_tendsto_slope_zero.1 hd).mono_left
    (nhdsWithin_mono 0 fun x (hx : x ∈ Set.Ioi (0 : ℝ)) => (Set.mem_Ioi.1 hx).ne')
  have z : greenKubo C 0 = 0 := by simp [greenKubo]
  have hm := (hasDerivAt_msd hC heven 0).continuousAt.tendsto
  rw [show msd C 0 = 0 by simp [msd]] at hm
  have hsq : Tendsto (fun t : ℝ => t ^ 2) (𝓝 0) (𝓝 0) :=
    Continuous.tendsto' (by fun_prop) _ _ (by norm_num)
  -- L'Hôpital's rule reduces the claim to the slope of the running integral
  apply HasDerivAt.lhopital_zero_nhdsGT (f' := fun t => 2 * greenKubo C t)
    (g' := fun t => 2 * t)
  · exact Eventually.of_forall fun t => hasDerivAt_msd hC heven t
  · exact Eventually.of_forall fun t => by simpa using hasDerivAt_pow 2 t
  · filter_upwards [self_mem_nhdsWithin] with t ht
    exact mul_ne_zero two_ne_zero (Set.mem_Ioi.1 ht).ne'
  · exact hm.mono_left nhdsWithin_le_nhds
  · exact hsq.mono_left nhdsWithin_le_nhds
  · refine h0.congr fun t => ?_
    simp only [zero_add, z, sub_zero, smul_eq_mul]
    rw [mul_div_mul_left _ _ two_ne_zero, div_eq_inv_mul]

/-- Running Green-Kubo integral and mean squared displacement for exponentially decaying
velocity correlations. -/
theorem exponential_closed_forms (v : ℝ) {τ t : ℝ} (hτ : 0 < τ) (ht : 0 ≤ t) :
    greenKubo (expVACF v τ) t = v ^ 2 * τ * (1 - Real.exp (-t / τ)) ∧
    msd (expVACF v τ) t = 2 * v ^ 2 * τ * (t - τ * (1 - Real.exp (-t / τ))) := by
  have hc : τ * τ⁻¹ = 1 := mul_inv_cancel₀ hτ.ne'
  have hd : ∀ x, HasDerivAt (fun y => Real.exp (-y / τ)) (Real.exp (-x / τ) * (-1 / τ)) x :=
    fun x => ((hasDerivAt_id' x).fun_neg.div_const τ).exp
  have gk : ∀ s, 0 ≤ s →
      greenKubo (expVACF v τ) s = v ^ 2 * τ * (1 - Real.exp (-s / τ)) := by
    intro s hs
    have h : ∫ x in (0 : ℝ)..s, expVACF v τ x =
        ∫ x in (0 : ℝ)..s, v ^ 2 * Real.exp (-x / τ) :=
      intervalIntegral.integral_congr fun x hx => by
        rw [Set.uIcc_of_le hs] at hx
        simp only [expVACF, abs_of_nonneg hx.1]
    have hp : ∀ x ∈ Set.uIcc 0 s, HasDerivAt (fun y => -(v ^ 2 * τ) * Real.exp (-y / τ))
        (v ^ 2 * Real.exp (-x / τ)) x := fun x _ =>
      ((hd x).const_mul (-(v ^ 2 * τ))).congr_deriv (by
        linear_combination (v ^ 2 * Real.exp (-x / τ)) * hc)
    rw [greenKubo, h, intervalIntegral.integral_eq_sub_of_hasDerivAt hp
      (Continuous.intervalIntegrable (by fun_prop) _ _), neg_zero, zero_div, Real.exp_zero]
    ring
  refine ⟨gk t ht, ?_⟩
  have h : ∫ x in (0 : ℝ)..t, greenKubo (expVACF v τ) x =
      ∫ x in (0 : ℝ)..t, v ^ 2 * τ * (1 - Real.exp (-x / τ)) :=
    intervalIntegral.integral_congr fun x hx => by
      rw [Set.uIcc_of_le ht] at hx
      exact gk x hx.1
  have hp : ∀ x ∈ Set.uIcc 0 t, HasDerivAt
      (fun y => v ^ 2 * τ * (y + τ * Real.exp (-y / τ)))
      (v ^ 2 * τ * (1 - Real.exp (-x / τ))) x := fun x _ =>
    (((hasDerivAt_id' x).fun_add ((hd x).const_mul τ)).const_mul (v ^ 2 * τ)).congr_deriv (by
      linear_combination (-(v ^ 2 * τ * Real.exp (-x / τ))) * hc)
  rw [msd_eq (by unfold expVACF; fun_prop) (fun s => by simp only [expVACF, abs_neg]), h,
    intervalIntegral.integral_eq_sub_of_hasDerivAt hp
      (Continuous.intervalIntegrable (by fun_prop) _ _), neg_zero, zero_div, Real.exp_zero]
  ring

/-- For exponentially decaying correlations the Green-Kubo integral and the long-time limit of
`msd / (2 t)` are both `v ^ 2 * τ`, and `msd / t ^ 2` tends to `v ^ 2` at short times. -/
theorem exponential_limits (v : ℝ) {τ : ℝ} (hτ : 0 < τ) :
    ∫ s in Set.Ioi (0 : ℝ), expVACF v τ s = v ^ 2 * τ ∧
    Tendsto (fun t => msd (expVACF v τ) t / (2 * t)) atTop (𝓝 (v ^ 2 * τ)) ∧
    Tendsto (fun t => msd (expVACF v τ) t / t ^ 2) (𝓝[>] 0) (𝓝 (v ^ 2)) := by
  have hC : Continuous (expVACF v τ) := by unfold expVACF; fun_prop
  have heven : ∀ s, expVACF v τ (-s) = expVACF v τ s := fun s => by
    simp only [expVACF, abs_neg]
  -- integrability on the two half-lines
  have hi : Integrable (expVACF v τ) := by
    rw [← integrableOn_univ, ← Set.Iic_union_Ioi (a := (0 : ℝ))]
    refine IntegrableOn.union ?_ ?_
    · refine IntegrableOn.congr_fun (Integrable.const_mul
        (integrableOn_exp_mul_Iic (inv_pos.2 hτ) 0) (v ^ 2)) (fun x hx => ?_) measurableSet_Iic
      simp only [expVACF, abs_of_nonpos (Set.mem_Iic.1 hx), neg_neg, div_eq_inv_mul]
    · refine IntegrableOn.congr_fun (Integrable.const_mul
        (exp_neg_integrableOn_Ioi 0 (inv_pos.2 hτ)) (v ^ 2)) (fun x hx => ?_) measurableSet_Ioi
      simp only [expVACF, abs_of_pos (Set.mem_Ioi.1 hx)]
      rw [show -x / τ = -τ⁻¹ * x by ring]
  have he : Tendsto (fun t : ℝ => Real.exp (-t / τ)) atTop (𝓝 0) := by
    simp only [neg_div]
    exact Real.tendsto_exp_neg_atTop_nhds_zero.comp (tendsto_id.atTop_div_const hτ)
  have hlim : Tendsto (greenKubo (expVACF v τ)) atTop (𝓝 (v ^ 2 * τ)) := by
    have h := (he.const_sub 1).const_mul (v ^ 2 * τ)
    rw [sub_zero, mul_one] at h
    refine h.congr' ?_
    filter_upwards [eventually_ge_atTop (0 : ℝ)] with t ht
    exact (exponential_closed_forms v hτ ht).1.symm
  have hD : ∫ s in Set.Ioi (0 : ℝ), expVACF v τ s = v ^ 2 * τ :=
    tendsto_nhds_unique (intervalIntegral_tendsto_integral_Ioi 0 hi.integrableOn tendsto_id) hlim
  refine ⟨hD, hD ▸ einstein_eq_greenKubo hC heven hi, ?_⟩
  have hb := ballistic_limit hC heven
  rwa [show expVACF v τ 0 = v ^ 2 by simp [expVACF]] at hb

end EinsteinGreenKubo
```

```lean
#print axioms EinsteinGreenKubo.ensemble_average_eq_msd
#print axioms EinsteinGreenKubo.einstein_eq_greenKubo
#print axioms EinsteinGreenKubo.exponential_limits
```

```
'EinsteinGreenKubo.ensemble_average_eq_msd' depends on axioms: [propext, Classical.choice, Quot.sound]
'EinsteinGreenKubo.einstein_eq_greenKubo' depends on axioms: [propext, Classical.choice, Quot.sound]
'EinsteinGreenKubo.exponential_limits' depends on axioms: [propext, Classical.choice, Quot.sound]
```

## How the proof follows the calculation

`ensemble_average_eq_msd` inserts the correlation sum, exchanges finite sums with integrals by `intervalIntegral.integral_finsetSum`, and factors each double integral into a square. The example then reduces to the cosine subtraction formula.

`greenKubo_neg` is the oddness of F. In `msd_eq`, the step `inner_int` is the identity with F(s) + F(t − s): `integral_comp_sub_left` performs the substitution, and `linarith` combines the difference of running integrals with oddness. The same substitution lemma then handles the outer integral. `hasDerivAt_msd` differentiates the resulting formula.

In `einstein_eq_greenKubo`, `key` is the limit of ∫₀¹ F(tx) dx. Its four bullets supply measurability, the bound by the integral of |C|, integrability of that constant bound on [0, 1], and pointwise convergence. The last lines identify this integral with M(t)/(2t) for t > 0.

`ballistic_limit` applies `HasDerivAt.lhopital_zero_nhdsGT`. The hypothesis about the quotient of derivatives comes from `h0`, which says that F(t)/t tends to C(0).

For the exponential, `exponential_closed_forms` removes the absolute value on [0, t] and checks an explicit antiderivative, called `hp`, for each of the two integrals. `exponential_limits` proves integrability on the two half-lines separately. It finds D by uniqueness of limits, since F tends both to the Green-Kubo integral and to v²τ, and then applies the two general limit theorems.
